# For commuting core projectors, a zero core count is equivalent to core exclusion

Let $P_0,\dots,P_{N-1}$ be commuting Hermitian idempotent matrices in a finite orthonormal many-electron basis, where $P_i$ projects electron $i$ on the core. Write

$$S=\sum_i P_i,\qquad B=\prod_i(1-P_i).$$

Then $S-(1-B)$ is positive semidefinite, and a vector $x$ satisfies $Sx=0$ exactly when $Bx=x$. Moreover $S\le N(1-B)$, and $S=1-B$ exactly when $P_iP_j=0$ for all $i\neq j$.

If the $N$ electrons are the valence electrons of a frozen-core model, the first bound means that a level shift $\lambda S$ with $\lambda>0$ raises the energy expectation value of a normalised state by at least $\lambda$ times its weight outside the core-free space.

In Lean 4 with Mathlib:

```lean
import Mathlib

open Matrix
open scoped ComplexOrder Kronecker

namespace ManyElectronCoreExclusion

noncomputable section

variable {n : Type*} [Fintype n] [DecidableEq n] {N : ℕ}
```

## What the projectors say about each electron

Hermiticity and idempotence make "electron $i$ is in the core" a yes-or-no question, answered by an eigenvalue in $\{0,1\}$.

```lean
/-- An orthogonal projector: a Hermitian idempotent matrix. -/
structure IsProjector (Q : Matrix n n ℂ) : Prop where
  herm : Q.IsHermitian
  idem : Q * Q = Q
```

Commutation means that these questions can be answered jointly for all electrons. It holds automatically when each $P_i$ acts on its own tensor factor, but `CoreProjectors` does not require a tensor structure: it asks only for commuting projectors, and reading $P_i$ as "electron $i$ is in the core" is the interpretation.

```lean
/-- A family of `N` orthogonal projectors `P i` that commute with each other. -/
structure CoreProjectors (P : Fin N → Matrix n n ℂ) : Prop where
  proj : ∀ i, IsProjector (P i)
  comm : ∀ i j, Commute (P i) (P j)
```

The index type `n` labels the many-electron basis, and `Fin N` labels the electrons from $0$. For real electrons this is a basis of orbital products, not of Slater determinants, because a single $P_i$ in general takes an antisymmetric state out of the antisymmetric space. `coreNumber P` is $S$.

```lean
/-- The operator counting the electrons in the core, `∑ P i`. -/
def coreNumber (P : Fin N → Matrix n n ℂ) : Matrix n n ℂ := ∑ i, P i
```

`coreFree P` is $B$, with the factors in the order of the electron labels.

```lean
/-- The core-exclusion operator, the product of all `1 - P i`. -/
def coreFree (P : Fin N → Matrix n n ℂ) : Matrix n n ℂ :=
  (List.ofFn fun i => 1 - P i).prod
```

No antisymmetry is imposed. The expectation-value bounds and the equivalence hold for every vector, antisymmetric ones included. For antisymmetric states and a core of $M<N$ spin orbitals, the Pauli principle allows the factor $N$ in the upper bound to be replaced by $M$; this sharper bound is not proved here. There is no Hamiltonian in the model.

## Commutation keeps products Hermitian

If $A$ and $C$ are commuting projectors, then $(AC)^\dagger=CA=AC$ and $ACAC=A^2C^2=AC$. The lemma follows these two calculations, and the proofs of both bounds use it.

```lean
omit [DecidableEq n] in
/-- The product of two commuting projectors is a projector. -/
theorem IsProjector.mul {A B : Matrix n n ℂ} (hA : IsProjector A) (hB : IsProjector B)
    (h : Commute A B) : IsProjector (A * B) := by
  constructor
  · change (A * B)ᴴ = A * B
    rw [conjTranspose_mul, hA.herm.eq, hB.herm.eq, h.eq]
  · calc A * B * (A * B) = A * (B * A) * B := by simp only [mul_assoc]
      _ = A * (A * B) * B := by rw [h.eq]
      _ = (A * A) * (B * B) := by simp only [mul_assoc]
      _ = A * B := by rw [hA.idem, hB.idem]
```

For two electrons, expanding $B$ gives $S-(1-B)=P_0P_1$, which makes it easy to see what goes wrong without commutation. Take

$$P_0=\begin{pmatrix}1&0\\0&0\end{pmatrix},\quad P_1=\tfrac12\begin{pmatrix}1&1\\1&1\end{pmatrix},\quad P_0P_1=\tfrac12\begin{pmatrix}1&1\\0&0\end{pmatrix}.$$

Both are projectors, but the difference is not Hermitian, so it is not positive semidefinite.

## Hermiticity and idempotence give positivity

The complement of a projector is a projector, since $(1-A)^2=1-2A+A^2=1-A$.

```lean
/-- The complement `1 - A` of a projector is a projector. -/
theorem IsProjector.compl {A : Matrix n n ℂ} (hA : IsProjector A) : IsProjector (1 - A) :=
  ⟨isHermitian_one.sub hA.herm, by simp [mul_sub, sub_mul, hA.idem]⟩
```

For a projector $Q$,

$$x^\dagger Qx=x^\dagger Q^\dagger Qx=\|Qx\|^2\ge0 .$$

If the expectation value is also $\le0$, then $Qx=0$. `IsProjector.positivity` contains both statements; in the complex order used here, `≤ 0` means real and nonpositive.

```lean
omit [DecidableEq n] in
/-- A projector is positive semidefinite, and it annihilates every vector in which its
expectation value is not positive. -/
theorem IsProjector.positivity {Q : Matrix n n ℂ} (hQ : IsProjector Q) :
    Q.PosSemidef ∧ ∀ x : n → ℂ, star x ⬝ᵥ (Q *ᵥ x) ≤ 0 → Q *ᵥ x = 0 := by
  have hpos : Q.PosSemidef := by
    have h := posSemidef_conjTranspose_mul_self Q
    rwa [hQ.herm.eq, hQ.idem] at h
  refine ⟨hpos, fun x hx => ?_⟩
  -- the expectation value is the squared length of `Q x`
  have h : star (Q *ᵥ x) ⬝ᵥ (Q *ᵥ x) = star x ⬝ᵥ (Q *ᵥ x) := by
    rw [Matrix.star_mulVec, hQ.herm.eq, ← Matrix.dotProduct_mulVec, Matrix.mulVec_mulVec,
      hQ.idem]
  have h0 : star (Q *ᵥ x) ⬝ᵥ (Q *ᵥ x) = 0 :=
    h.trans (le_antisymm hx (hpos.dotProduct_mulVec_nonneg x))
  exact dotProduct_star_self_eq_zero.mp h0
```

Without Hermiticity, take $P_0=P_1=\begin{pmatrix}1&1\\0&0\end{pmatrix}$. These are commuting idempotents, but $P_0P_1=P_0$ has expectation value $-1/5$ in the normalised vector $(1,-2)/\sqrt5$. The operators $|\tilde\phi\rangle\langle\tilde p|$ of the projector augmented-wave method, with $\langle\tilde p|\tilde\phi\rangle=1$, are in general oblique in this way, and the theorems do not cover them.

Without idempotence, the $1\times1$ matrices $P_0=1$ and $P_1=-1$ break both claims: $P_0P_1=-1$, while $S=0$ and $B=0$, so $Sx=0$ for every $x$ but $Bx=x$ only for $x=0$.

## Adding one electron

Let $S'$ and $B'$ belong to electrons $1,\dots,N$ of an $(N+1)$-electron system. Then $S=P_0+S'$ and $B=(1-P_0)B'$, so

$$S-(1-B)=\bigl[S'-(1-B')\bigr]+P_0(1-B').$$

This is pure algebra and needs none of the hypotheses.

```lean
/-- Splitting off electron `0`: the exclusion operator gains a factor `1 - P 0`, and the
difference `∑ P i - (1 - B)` gains the term `P 0 * (1 - B')`, with `B'` for the other electrons. -/
theorem split_electron (P : Fin (N + 1) → Matrix n n ℂ) :
    coreFree P = (1 - P 0) * coreFree (fun i => P i.succ) ∧
    coreNumber P - (1 - coreFree P) =
      (coreNumber (fun i => P i.succ) - (1 - coreFree (fun i => P i.succ))) +
        P 0 * (1 - coreFree (fun i => P i.succ)) := by
  have h : coreFree P = (1 - P 0) * coreFree (fun i => P i.succ) := by
    simp [coreFree, List.ofFn_succ]
  have hS : coreNumber P = P 0 + coreNumber (fun i => P i.succ) := Fin.sum_univ_succ P
  refine ⟨h, ?_⟩
  rw [h, hS]
  noncomm_ring
```

Commutation enters next. A matrix that commutes with every $P_i$ commutes with each factor $1-P_i$, hence with $B$.

```lean
/-- A matrix that commutes with every core projector commutes with the exclusion operator. -/
theorem commute_coreFree (A : Matrix n n ℂ) (P : Fin N → Matrix n n ℂ)
    (h : ∀ i, Commute A (P i)) : Commute A (coreFree P) := by
  induction N with
  | zero => simp [coreFree]
  | succ N ih =>
    rw [(split_electron P).1]
    exact ((Commute.one_right A).sub_right (h 0)).mul_right (ih _ fun i => h i.succ)
```

Thus $B$ is a product of commuting projectors and is itself a projector. Moving the factor $1-P_i$ to the front gives $P_iB=0$, because $P_i(1-P_i)=0$. The proof does this by induction, treating electron $0$ and the others separately.

```lean
/-- The exclusion operator is a projector, and each core projector annihilates its range. -/
theorem coreFree_projector (P : Fin N → Matrix n n ℂ) (hP : CoreProjectors P) :
    IsProjector (coreFree P) ∧ ∀ i, P i * coreFree P = 0 := by
  induction N with
  | zero => exact ⟨⟨by simp [coreFree], by simp [coreFree]⟩, fun i => i.elim0⟩
  | succ N ih =>
    obtain ⟨hB, hz⟩ := ih (fun i => P i.succ)
      ⟨fun i => hP.proj i.succ, fun i j => hP.comm i.succ j.succ⟩
    have hc : Commute (P 0) (coreFree fun i => P i.succ) :=
      commute_coreFree _ _ fun i => hP.comm 0 i.succ
    rw [(split_electron P).1]
    refine ⟨(hP.proj 0).compl.mul hB ((Commute.one_left _).sub_left hc), fun i => ?_⟩
    refine Fin.cases ?_ (fun j => ?_) i
    · rw [← mul_assoc, mul_sub, mul_one, (hP.proj 0).idem, sub_self, zero_mul]
    · have hj : Commute (P j.succ) (1 - P 0) :=
        (Commute.one_right _).sub_right (hP.comm j.succ 0)
      have hzj : P j.succ * coreFree (fun i => P i.succ) = 0 := hz j
      rw [← mul_assoc, hj.eq, mul_assoc, hzj, mul_zero]
```

## The two bounds and the excluded states

With no electrons, $S-(1-B)=0$. Each further electron adds $P_0(1-B')$, a product of commuting projectors and therefore positive semidefinite. Induction gives $S\ge1-B$.

If $Sx=0$, this bound gives $0\le -x^\dagger(1-B)x$. The projector $1-B$ then has a nonpositive expectation value in $x$, so $(1-B)x=0$ and $Bx=x$. Conversely, $SB=\sum_iP_iB=0$, so $Bx=x$ implies $Sx=SBx=0$. The two bullets at the end of the proof are these two directions.

```lean
/-- Many-electron core exclusion: `∑ P i - (1 - B)` is positive semidefinite, and the core
number operator annihilates a state exactly when the exclusion operator `B` leaves it unchanged. -/
theorem core_exclusion (P : Fin N → Matrix n n ℂ) (hP : CoreProjectors P) :
    (coreNumber P - (1 - coreFree P)).PosSemidef ∧
    ∀ x : n → ℂ, coreNumber P *ᵥ x = 0 ↔ coreFree P *ᵥ x = x := by
  have hpos : (coreNumber P - (1 - coreFree P)).PosSemidef := by
    induction N with
    | zero =>
      have h : coreNumber P - (1 - coreFree P) = 0 := by simp [coreNumber, coreFree]
      rw [h]
      exact Matrix.PosSemidef.zero
    | succ N ih =>
      have hT : CoreProjectors (fun i => P i.succ) :=
        ⟨fun i => hP.proj i.succ, fun i j => hP.comm i.succ j.succ⟩
      -- the term added by one more electron is itself a projector
      have hQ := (hP.proj 0).mul (coreFree_projector _ hT).1.compl
        ((Commute.one_right _).sub_right (commute_coreFree _ _ fun i => hP.comm 0 i.succ))
      rw [(split_electron P).2]
      exact (ih _ hT).add hQ.positivity.1
  obtain ⟨hB, hz⟩ := coreFree_projector P hP
  refine ⟨hpos, fun x => ⟨fun hS => ?_, fun hx => ?_⟩⟩
  · -- the operator inequality bounds the weight outside the core-free space by zero
    have h := hpos.dotProduct_mulVec_nonneg x
    rw [Matrix.sub_mulVec, hS, zero_sub, dotProduct_neg] at h
    have h1 := hB.compl.positivity.2 x (neg_nonneg.mp h)
    rw [Matrix.sub_mulVec, Matrix.one_mulVec, sub_eq_zero] at h1
    exact h1.symm
  · have hSB : coreNumber P * coreFree P = 0 := by
      rw [coreNumber, Finset.sum_mul]
      exact Finset.sum_eq_zero fun i _ => hz i
    rw [← hx, Matrix.mulVec_mulVec, hSB, Matrix.zero_mulVec]
```

For the upper bound, $BP_i=P_iB=0$ gives $(1-B)(1-P_i)=(1-B)-P_i$. Summing over electrons,

$$N(1-B)-S=\sum_i(1-B)(1-P_i),$$

and every term is a projector. In the code, `hterm` is the identity for one electron and `hsum` is the sum.

```lean
/-- The reverse bound: `N (1 - B) - ∑ P i` is positive semidefinite for `N` electrons. -/
theorem coreNumber_upper_bound (P : Fin N → Matrix n n ℂ) (hP : CoreProjectors P) :
    (N • (1 - coreFree P) - coreNumber P).PosSemidef := by
  obtain ⟨hB, hz⟩ := coreFree_projector P hP
  have hc : ∀ i, Commute (P i) (coreFree P) := fun i => commute_coreFree _ _ (hP.comm i)
  have hterm : ∀ i, (1 - coreFree P) * (1 - P i) = (1 - coreFree P) - P i := fun i => by
    have h : coreFree P * P i = 0 := (hc i).eq.symm.trans (hz i)
    rw [mul_sub, mul_one, sub_mul, one_mul, h, sub_zero]
  have hsum : N • (1 - coreFree P) - coreNumber P =
      ∑ i, (1 - coreFree P) * (1 - P i) := by
    rw [Finset.sum_congr rfl fun i _ => hterm i, Finset.sum_sub_distrib, Finset.sum_const,
      Finset.card_univ, Fintype.card_fin, coreNumber]
  rw [hsum]
  refine Finset.sum_induction _ Matrix.PosSemidef (fun _ _ ha hb => ha.add hb)
    Matrix.PosSemidef.zero fun i _ => ?_
  exact (hB.compl.mul (hP.proj i).compl ((Commute.one_left _).sub_left
    ((Commute.one_right _).sub_right (hc i).symm))).positivity.1
```

## Mutually exclusive core occupation

The condition $P_iP_j=0$ for $i\ne j$ says that no state in the basis space has two electrons in the core. The bounds do not need it; it characterises equality in the lower one as a matrix identity. If each $P_i$ is the same nonzero orbital projector acting on its own tensor factor, then $P_iP_j\neq0$, so for two or more electrons the identity fails on the full product space. With a single core spin orbital, however, every antisymmetric $x$ has $P_iP_jx=0$ for $i\neq j$, and expanding $B$ gives $Sx=(1-B)x$ for these vectors.

Suppose $S=1-B$. The splitting formula becomes $0=[S'-(1-B')]+P_0(1-B')$. Both terms are positive semidefinite, so $P_0(1-B')$ has nonpositive expectation values and annihilates every $x$. Hence $P_0=P_0B'$ and $S'=1-B'$. Induction handles pairs among the other electrons, and for $j\ge1$

$$P_0P_j=P_jP_0=P_jP_0B'=P_jB'P_0=0 .$$

Conversely, if all pair products vanish, induction gives $S'=1-B'$, and $P_0(1-B')=P_0S'=\sum_{j\ge1}P_0P_j=0$. Both terms of the splitting vanish.

```lean
/-- The core number operator equals `1 - B` exactly when the core projectors of any two
different electrons have zero product. -/
theorem coreNumber_eq_iff (P : Fin N → Matrix n n ℂ) (hP : CoreProjectors P) :
    coreNumber P = 1 - coreFree P ↔ ∀ i j, i ≠ j → P i * P j = 0 := by
  induction N with
  | zero => exact ⟨fun _ i => i.elim0, fun _ => by simp [coreNumber, coreFree]⟩
  | succ N ih =>
    have hT : CoreProjectors (fun i => P i.succ) :=
      ⟨fun i => hP.proj i.succ, fun i j => hP.comm i.succ j.succ⟩
    have hc : Commute (P 0) (coreFree fun i => P i.succ) :=
      commute_coreFree _ _ fun i => hP.comm 0 i.succ
    have hQ := (hP.proj 0).mul (coreFree_projector _ hT).1.compl
      ((Commute.one_right _).sub_right hc)
    have hsplit := (split_electron P).2
    constructor
    · intro h
      rw [h, sub_self] at hsplit
      have hE := eq_neg_of_add_eq_zero_left hsplit.symm
      -- two positive terms with zero sum both vanish
      have hQ0 : P 0 * (1 - coreFree fun i => P i.succ) = 0 := by
        have hx : ∀ x : n → ℂ, (P 0 * (1 - coreFree fun i => P i.succ)) *ᵥ x = 0 := by
          intro x
          have hp := (core_exclusion _ hT).1.dotProduct_mulVec_nonneg x
          rw [hE, Matrix.neg_mulVec, dotProduct_neg] at hp
          exact hQ.positivity.2 x (neg_nonneg.mp hp)
        ext i j
        simpa using congrFun (hx (Pi.single j 1)) i
      rw [hQ0, neg_zero, sub_eq_zero] at hE
      have hpair := (ih _ hT).mp hE
      have h0 : ∀ j : Fin N, P 0 * P j.succ = 0 := fun j => by
        have hz : P j.succ * coreFree (fun i => P i.succ) = 0 := (coreFree_projector _ hT).2 j
        have h1 : P 0 = P 0 * coreFree (fun i => P i.succ) := by
          rwa [mul_sub, mul_one, sub_eq_zero] at hQ0
        rw [(hP.comm 0 j.succ).eq, h1, hc.eq, ← mul_assoc, hz, zero_mul]
      intro i j
      refine Fin.cases ?_ (fun i => ?_) i <;> refine Fin.cases ?_ (fun j => ?_) j
      · exact fun hne => absurd rfl hne
      · exact fun _ => h0 j
      · exact fun _ => (hP.comm i.succ 0).eq.trans (h0 i)
      · exact fun hne => hpair i j fun hij => hne (congrArg Fin.succ hij)
    · intro h
      have hS := (ih _ hT).mpr fun i j hij =>
        h i.succ j.succ fun he => hij (Fin.succ_injective _ he)
      have h0 : P 0 * coreNumber (fun i => P i.succ) = 0 := by
        rw [coreNumber, Finset.mul_sum]
        exact Finset.sum_eq_zero fun i _ => h 0 i.succ (Fin.succ_ne_zero i).symm
      rw [← hS, h0, sub_self, add_zero] at hsplit
      exact sub_eq_zero.mp hsplit
```

## Two electrons in a core and a valence orbital

Let each electron have a spatial core orbital $c$ and a spatial valence orbital $v$, with spin left out of the matrices.

```lean
/-- The projector on the first of two orbitals, taken as the core orbital. -/
def coreOrbital : Matrix (Fin 2) (Fin 2) ℂ := !![1, 0; 0, 0]
```

The Kronecker products make each projector act on one electron only.

```lean
/-- The core projectors of two electrons, each with one core and one valence orbital. -/
def twoElectronCore : Fin 2 → Matrix (Fin 2 × Fin 2) (Fin 2 × Fin 2) ℂ :=
  ![coreOrbital ⊗ₖ 1, 1 ⊗ₖ coreOrbital]
```

In the order $cc,cv,vc,vv$,

$$S=\mathrm{diag}(2,1,1,0),\qquad 1-B=\mathrm{diag}(1,1,1,0).$$

Hence $S-(1-B)=\mathrm{diag}(1,0,0,0)$ and $2(1-B)-S=\mathrm{diag}(0,1,1,0)$. In the normalised state $(|cc\rangle+|vv\rangle)/\sqrt2$ the expectation values of $1-B$, $S$ and $2(1-B)$ are $\tfrac12$, $1$ and $1$. This state is symmetric under exchange, so two electrons can have it as their spatial part when their spins form a singlet. Only multiples of $|vv\rangle$ satisfy $Sx=0$.

The last theorem checks that these matrices satisfy `CoreProjectors` and that $P_0P_1\neq0$, using the $cc$ diagonal entry. The hypotheses therefore admit a case in which the lower bound is not an equality.

```lean
/-- The two-electron core projectors are commuting projectors, and their product is not zero. -/
theorem twoElectronCore_witness :
    CoreProjectors twoElectronCore ∧ twoElectronCore 0 * twoElectronCore 1 ≠ 0 := by
  have hp : IsProjector coreOrbital := by
    constructor
    · ext i j
      fin_cases i <;> fin_cases j <;> simp [coreOrbital]
    · ext i j
      fin_cases i <;> fin_cases j <;> simp [coreOrbital, Matrix.mul_apply, Fin.sum_univ_succ]
  have h1 : IsProjector (1 : Matrix (Fin 2) (Fin 2) ℂ) := ⟨isHermitian_one, mul_one 1⟩
  have hk : ∀ A B : Matrix (Fin 2) (Fin 2) ℂ, IsProjector A → IsProjector B →
      IsProjector (A ⊗ₖ B) := fun A B hA hB => by
    constructor
    · change (A ⊗ₖ B)ᴴ = A ⊗ₖ B
      rw [conjTranspose_kronecker, hA.herm.eq, hB.herm.eq]
    · rw [← mul_kronecker_mul, hA.idem, hB.idem]
  have hc : Commute (coreOrbital ⊗ₖ (1 : Matrix (Fin 2) (Fin 2) ℂ))
      ((1 : Matrix (Fin 2) (Fin 2) ℂ) ⊗ₖ coreOrbital) := by
    rw [commute_iff_eq]
    simp only [← mul_kronecker_mul, mul_one, one_mul]
  refine ⟨⟨Fin.forall_fin_two.mpr ⟨hk _ _ hp h1, hk _ _ h1 hp⟩, ?_⟩, fun h => ?_⟩
  · exact Fin.forall_fin_two.mpr ⟨Fin.forall_fin_two.mpr ⟨Commute.refl _, hc⟩,
      Fin.forall_fin_two.mpr ⟨hc.symm, Commute.refl _⟩⟩
  · -- the state with both electrons in the core survives
    have e : twoElectronCore 0 * twoElectronCore 1 = coreOrbital ⊗ₖ coreOrbital := by
      change (coreOrbital ⊗ₖ (1 : Matrix (Fin 2) (Fin 2) ℂ)) *
        ((1 : Matrix (Fin 2) (Fin 2) ℂ) ⊗ₖ coreOrbital) = _
      rw [← mul_kronecker_mul, mul_one, one_mul]
    rw [e] at h
    have h00 := congrFun (congrFun h (0, 0)) (0, 0)
    simp [coreOrbital, Matrix.kroneckerMap_apply] at h00

end

end ManyElectronCoreExclusion
```

```lean
#print axioms ManyElectronCoreExclusion.commute_coreFree
#print axioms ManyElectronCoreExclusion.coreNumber_upper_bound
#print axioms ManyElectronCoreExclusion.coreNumber_eq_iff
```

```
'ManyElectronCoreExclusion.commute_coreFree' depends on axioms: [propext, Classical.choice, Quot.sound]
'ManyElectronCoreExclusion.coreNumber_upper_bound' depends on axioms: [propext, Classical.choice, Quot.sound]
'ManyElectronCoreExclusion.coreNumber_eq_iff' depends on axioms: [propext, Classical.choice, Quot.sound]
```
